# Interband dipole m/2 and its finite-difference estimate in a two-band winding model

For $H(k)=\cos(mk)\,\sigma_x+\sin(mk)\,\sigma_y$ with integer $m\ge 1$, written in a basis that does not depend on $k$, let $u_+$ and $u_-$ be normalised states of the upper and lower band. The interband dipole $\langle u_+,i\,\partial_ku_-\rangle$, with the electron charge left out, has modulus $m/2$ at every $k$. For a step $q>0$, the estimate of this modulus from the overlap of normalised states at $k$ and $k+q$ satisfies

$$\frac{|\langle u_+(k),u_-(k+q)\rangle|}{q}=\frac{|\sin(mq/2)|}{q},\qquad \frac m2\Big(1-\frac{m^2q^2}{24}\Big)\le\frac{|\sin(mq/2)|}{q}<\frac m2 .$$

It vanishes exactly when $q$ is an integer multiple of $2\pi/m$, and it tends to $m/2$ as $q\to0^+$. The phases of the states are arbitrary throughout, except that the dipole itself requires a lower-band family differentiable at $k$.

Interband dipoles set the strength of optical transitions between bands; here they are computed for non-interacting electrons in a two-band model with one momentum parameter.

## Eigenvectors, overlap and dipole

In matrix form,

$$H(k)=\begin{pmatrix}0&e^{-imk}\\ e^{imk}&0\end{pmatrix}.$$

Since $H(k)^2=1$, the energies are $s=\pm1$. Write a state as $u=(u_0,u_1)$. The first row of $H(k)u=su$ reads $e^{-imk}u_1=su_0$, so $u_1=s\,e^{imk}u_0$. Hence $|u_1|=|u_0|$, and normalisation gives $|u_0|^2=1/2$.

Let $u$ be an upper-band state at $k$ and $v$ a lower-band state at $k'$. Then

$$\langle u,v\rangle=\bar u_0v_0+\big(e^{-imk}\bar u_0\big)\big(-e^{imk'}v_0\big)=\bar u_0v_0\big(1-e^{im(k'-k)}\big).$$

The prefactor has modulus $1/2$. From $|1-e^{ix}|^2=2-2\cos x=4\sin^2(x/2)$ the overlap has modulus $|\sin(m(k'-k)/2)|$. Setting $k'=k+q$ and dividing by $q$ gives the stated estimate.

For the dipole $\langle u,i\,\partial_kv\rangle$, differentiate $v_1=-e^{imk}v_0$:

$$v_1'=-im\,e^{imk}v_0-e^{imk}v_0'.$$

Therefore

$$\langle u,i\,\partial_kv\rangle=i\big[\bar u_0v_0'+e^{-imk}\bar u_0v_1'\big]=i\big[\bar u_0v_0'-im\,\bar u_0v_0-\bar u_0v_0'\big]=m\,\bar u_0v_0 .$$

The terms in $v_0'$, which depend on how the phase of $v$ varies with $k$, cancel. The modulus is $m/2$.

## Error and zeros of the estimate

Put $x=mq/2>0$. The function $f(x)=\sin x-x+x^3/6$ has $f(0)=0$ and $f'(x)=\cos x-1+x^2/2\ge0$, so $\sin x\ge x-x^3/6$. Also $|\sin x|<x$: the bound $\sin x<x$ is standard, while $\sin x>-x$ holds because $\sin x>0$ for $0<x\le1$ and $\sin x\ge-1>-x$ for $x>1$. Dividing

$$x-\frac{x^3}{6}\le|\sin x|<x$$

by $q$ gives the two bounds. Both sides tend to $m/2$ as $q\to0^+$, which gives the limit. The estimate is zero when $mq/2=n\pi$ for an integer $n$, that is, when $q=2\pi n/m$.

On a uniform mesh of $N$ points over the period $2\pi$, neighbouring points are $q=2\pi/N$ apart. One diagonalises $H$ at both points, takes the inner product of the upper eigenvector at the first with the lower eigenvector at the second, and divides its modulus by $q$. The arbitrary phases returned by the diagonalisation drop out. For $m=1$ and $N=4$ the result is about $0.450$, against the dipole $0.5$ and the lower bound $0.449$. If $N$ divides $m$, every neighbouring pair gives zero. In the smallest case, $m=N=1$, the single point is compared with its own periodic image.

## The Hamiltonian and its states in Lean

```lean
import Mathlib

open Matrix Filter Topology

namespace WindingDipole

noncomputable section
```

The Pauli matrices and the Hamiltonian are written as complex $2\times2$ matrices.

```lean
/-- The Pauli matrix `σx`. -/
def pauliX : Matrix (Fin 2) (Fin 2) ℂ := !![0, 1; 1, 0]

/-- The Pauli matrix `σy`. -/
def pauliY : Matrix (Fin 2) (Fin 2) ℂ := !![0, -Complex.I; Complex.I, 0]

/-- The two-band Hamiltonian `H(k) = cos(mk) σx + sin(mk) σy`. -/
def hamiltonian (m : ℕ) (k : ℝ) : Matrix (Fin 2) (Fin 2) ℂ :=
  ((Real.cos (m * k) : ℝ) : ℂ) • pauliX + ((Real.sin (m * k) : ℝ) : ℂ) • pauliY
```

The winding number `m` is a natural number and `k` is a dimensionless real momentum. The basis is taken to be independent of $k$, and the two bands are flat, with a gap of 2.

```lean
/-- A normalised eigenvector of `H(k)` with energy `s`; its phase is left free. -/
structure IsBandState (m : ℕ) (s k : ℝ) (u : Fin 2 → ℂ) : Prop where
  normalized : ‖u 0‖ ^ 2 + ‖u 1‖ ^ 2 = 1
  eigen : hamiltonian m k *ᵥ u = (s : ℂ) • u
```

`IsBandState m s k u` says that `u` is normalised and solves the eigenvalue equation with energy `s`. The upper band is `s = 1` and the lower band `s = -1`. No phase convention is imposed.

```lean
/-- The inner product `⟨u, i dv⟩`. It is the interband dipole when `u` is an upper-band state and
`dv` is the `k`-derivative of a family of lower-band states at the same momentum. -/
def dipole (u dv : Fin 2 → ℂ) : ℂ := star u ⬝ᵥ (Complex.I • dv)
```

Here `star u ⬝ᵥ v` is the inner product, conjugate-linear in its first entry. In the dipole theorem, `dv` is the derivative of a family of lower-band states. The electron charge is left out.

```lean
/-- The quotient `|⟨u, v⟩| / q`. For `q > 0`, an upper-band state `u` at `k` and a lower-band state
`v` at `k + q`, it is the finite-difference estimate of the dipole modulus. -/
def overlapEstimate (u v : Fin 2 → ℂ) (q : ℝ) : ℝ := ‖star u ⬝ᵥ v‖ / q
```

The next two definitions give $e^{imk}$ and an explicit normalised state for each band.

```lean
/-- The phase factor `exp(imk)`. -/
def phase (m : ℕ) (k : ℝ) : ℂ := Complex.exp (((m * k : ℝ) : ℂ) * Complex.I)

/-- The explicit vector `(1, s exp(imk)) / √2`, which is normalised for `s = ±1`. -/
def bandState (m : ℕ) (s k : ℝ) : Fin 2 → ℂ :=
  ![(((√2)⁻¹ : ℝ) : ℂ), (s : ℂ) * phase m k * (((√2)⁻¹ : ℝ) : ℂ)]
```

## Phase factors and an explicit family

These lemmas express $e^{imk}$ through cosine and sine, give its modulus, combine the phases at two momenta, and differentiate it.

```lean
lemma phase_eq (m : ℕ) (k : ℝ) : phase m k =
    ((Real.cos (m * k) : ℝ) : ℂ) + ((Real.sin (m * k) : ℝ) : ℂ) * Complex.I := by
  rw [phase, Complex.exp_mul_I, Complex.ofReal_cos, Complex.ofReal_sin]

lemma norm_phase (m : ℕ) (k : ℝ) : ‖phase m k‖ = 1 :=
  Complex.norm_exp_ofReal_mul_I _

lemma star_phase_mul (m : ℕ) (k k' : ℝ) :
    star (phase m k) * phase m k' = phase m (k' - k) := by
  simp only [phase, Complex.star_def, ← Complex.exp_conj, ← Complex.exp_add, map_mul,
    Complex.conj_ofReal, Complex.conj_I]
  congr 1
  push_cast
  ring

lemma hasDerivAt_phase (m : ℕ) (k : ℝ) :
    HasDerivAt (phase m) (m * Complex.I * phase m k) k := by
  have h1 : HasDerivAt (fun x : ℝ => (m : ℝ) * x) (m : ℝ) k :=
    ((hasDerivAt_id' k).const_mul (m : ℝ)).congr_deriv (mul_one _)
  refine (h1.ofReal_comp.mul_const Complex.I).cexp.congr_deriv ?_
  simp only [phase, Complex.ofReal_natCast]
  ring
```

The action of $H(k)$ on a vector is then computed row by row, and the Pythagorean identity is stated for complex numbers.

```lean
lemma hamiltonian_mulVec (m : ℕ) (k : ℝ) (u : Fin 2 → ℂ) : hamiltonian m k *ᵥ u =
    ![(((Real.cos (m * k) : ℝ) : ℂ) - ((Real.sin (m * k) : ℝ) : ℂ) * Complex.I) * u 1,
      (((Real.cos (m * k) : ℝ) : ℂ) + ((Real.sin (m * k) : ℝ) : ℂ) * Complex.I) * u 0] := by
  unfold hamiltonian
  generalize Real.cos (m * k) = c
  generalize Real.sin (m * k) = s
  refine funext (Fin.forall_fin_two.mpr ⟨?_, ?_⟩) <;>
    simp [pauliX, pauliY, Matrix.mulVec, dotProduct, Fin.sum_univ_two,
      -mul_eq_mul_right_iff, -mul_eq_mul_left_iff]
  ring

lemma cos_sq_add_sin_sq (x : ℝ) :
    ((Real.cos x : ℝ) : ℂ) ^ 2 + ((Real.sin x : ℝ) : ℂ) ^ 2 = 1 := by
  exact_mod_cast Real.cos_sq_add_sin_sq x
```

For $s=\pm1$, the explicit vectors are band states at every $k$ and vary differentiably. This supplies states of the kind that the later theorems assume.

```lean
/-- The states `(1, s exp(imk)) / √2` with `s = ±1` are band states of energy `s`,
and they depend differentiably on `k`. -/
theorem bandState_witness (m : ℕ) {s : ℝ} (hs : s ^ 2 = 1) :
    (∀ k, IsBandState m s k (bandState m s k)) ∧ Differentiable ℝ (bandState m s) := by
  refine ⟨fun k => ⟨?_, ?_⟩, differentiable_pi.mpr (Fin.forall_fin_two.mpr ⟨?_, ?_⟩)⟩
  · have h : ((√2)⁻¹ : ℝ) ^ 2 = 1 / 2 := by
      rw [inv_pow, Real.sq_sqrt (by norm_num)]
      norm_num
    simp only [bandState, Matrix.cons_val_zero, Matrix.cons_val_one, norm_mul, norm_phase,
      Complex.norm_real, Real.norm_eq_abs, mul_pow, sq_abs, hs, h]
    norm_num
  · have hS : (s : ℂ) ^ 2 = 1 := by exact_mod_cast hs
    have hcs := cos_sq_add_sin_sq (m * k)
    rw [hamiltonian_mulVec]
    refine funext (Fin.forall_fin_two.mpr ⟨?_, ?_⟩) <;>
      simp only [bandState, phase_eq, Matrix.cons_val_zero, Matrix.cons_val_one,
        Pi.smul_apply, smul_eq_mul]
    · linear_combination (s : ℂ) * (((√2)⁻¹ : ℝ) : ℂ) * hcs
        - (s : ℂ) * (((√2)⁻¹ : ℝ) : ℂ) * ((Real.sin (m * k) : ℝ) : ℂ) ^ 2 * Complex.I_sq
    · linear_combination (-(((Real.cos (m * k) : ℝ) : ℂ)
        + ((Real.sin (m * k) : ℝ) : ℂ) * Complex.I) * (((√2)⁻¹ : ℝ) : ℂ)) * hS
  · exact differentiable_const (((√2)⁻¹ : ℝ) : ℂ)
  · exact fun k => (((hasDerivAt_phase m k).const_mul (s : ℂ)).mul_const
      (((√2)⁻¹ : ℝ) : ℂ)).differentiableAt
```

## Component relation and amplitudes

The first row of the eigenvalue equation, multiplied by $e^{imk}$, gives $u_1=s\,e^{imk}u_0$; `linear_combination` carries out this multiplication.

```lean
/-- In a band state of energy `s` the two components are related by `u₁ = s exp(imk) u₀`. -/
theorem IsBandState.phase_relation {m : ℕ} {s k : ℝ} {u : Fin 2 → ℂ}
    (h : IsBandState m s k u) : u 1 = (s : ℂ) * phase m k * u 0 := by
  have h0 := congrFun h.eigen 0
  rw [hamiltonian_mulVec] at h0
  simp only [Matrix.cons_val_zero, Pi.smul_apply, smul_eq_mul] at h0
  rw [phase_eq]
  linear_combination (((Real.cos (m * k) : ℝ) : ℂ)
      + ((Real.sin (m * k) : ℝ) : ℂ) * Complex.I) * h0
    - u 1 * cos_sq_add_sin_sq (m * k)
    + ((Real.sin (m * k) : ℝ) : ℂ) ^ 2 * u 1 * Complex.I_sq
```

Normalisation then fixes $|u_0|^2=1/2$, and two states from opposite bands have $|u_0||v_0|=1/2$.

```lean
lemma IsBandState.amplitude {m : ℕ} {s k : ℝ} {u : Fin 2 → ℂ}
    (h : IsBandState m s k u) (hs : s ^ 2 = 1) : ‖u 0‖ ^ 2 = 1 / 2 := by
  have h1 : ‖u 1‖ ^ 2 = ‖u 0‖ ^ 2 := by
    rw [h.phase_relation, norm_mul, norm_mul, norm_phase, Complex.norm_real, mul_one,
      mul_pow, Real.norm_eq_abs, sq_abs, hs, one_mul]
  linarith [h.normalized]

lemma amplitude_mul {m : ℕ} {k k' : ℝ} {u v : Fin 2 → ℂ}
    (hu : IsBandState m 1 k u) (hv : IsBandState m (-1) k' v) : ‖u 0‖ * ‖v 0‖ = 1 / 2 := by
  have h1 := hu.amplitude (by norm_num)
  have h2 := hv.amplitude (by norm_num)
  have h3 : ‖u 0‖ = ‖v 0‖ :=
    (sq_eq_sq₀ (norm_nonneg _) (norm_nonneg _)).mp (h1.trans h2.symm)
  rw [← h3, ← sq, h1]
```

## The dipole for a differentiable family

In `norm_dipole`, `v` is a lower-band state at every momentum, and `HasDerivAt v dv k` makes `dv` its derivative at `k`. The upper-band state is needed only at `k`.

```lean
/-- For any differentiable choice of lower-band states `v`, the interband dipole with any
upper-band state at `k` has modulus `m/2`. -/
theorem norm_dipole {m : ℕ} {k : ℝ} {u dv : Fin 2 → ℂ} {v : ℝ → Fin 2 → ℂ}
    (hu : IsBandState m 1 k u) (hv : ∀ x, IsBandState m (-1) x (v x))
    (hd : HasDerivAt v dv k) : ‖dipole u dv‖ = m / 2 := by
  have h0 := hasDerivAt_pi.mp hd 0
  have h1 := hasDerivAt_pi.mp hd 1
  -- differentiate the relation between the two components
  have hfun : (fun x => v x 1) = fun x => ((-1 : ℝ) : ℂ) * phase m x * v x 0 :=
    funext fun x => (hv x).phase_relation
  rw [hfun] at h1
  have h2 : dv 1 = ((-1 : ℝ) : ℂ) * (m * Complex.I * phase m k) * v k 0
      + ((-1 : ℝ) : ℂ) * phase m k * dv 0 :=
    h1.unique (((hasDerivAt_phase m k).const_mul ((-1 : ℝ) : ℂ)).fun_mul h0)
  have hp : star (phase m k) * phase m k = 1 := by
    rw [star_phase_mul]
    simp [phase]
  -- the gauge-dependent part, proportional to `dv 0`, cancels
  have key : dipole u dv = m * (star (u 0) * v k 0) := by
    simp only [dipole, dotProduct, Fin.sum_univ_two, Pi.star_apply, Pi.smul_apply, smul_eq_mul]
    rw [hu.phase_relation, h2]
    simp only [star_mul', Complex.ofReal_one, Complex.ofReal_neg, star_one]
    linear_combination
      (-(star (u 0) * Complex.I * (m * Complex.I * v k 0 + dv 0))) * hp
      - m * star (u 0) * v k 0 * Complex.I_sq
  rw [key, norm_mul, norm_mul, norm_star, Complex.norm_natCast, amplitude_mul hu (hv k)]
  ring
```

The component relation is substituted for `v x 1` and differentiated by the product rule. Uniqueness of the derivative yields `h2`, the formula for $v_1'$ above. The step `key` is the cancellation that leaves $m\,\bar u_0v_0$. The theorem also admits $m=0$, where $H$ is constant and the dipole is zero.

## The overlap and its bounds

The first lemma is $|1-e^{ix}|=2|\sin(x/2)|$, proved by comparing squares. The theorem after it factors the overlap as in the derivation and takes the modulus.

```lean
lemma norm_one_sub_exp (x : ℝ) :
    ‖1 - Complex.exp ((x : ℂ) * Complex.I)‖ = 2 * |Real.sin (x / 2)| := by
  refine (sq_eq_sq₀ (norm_nonneg _) (by positivity)).mp ?_
  have hc : Real.cos x = 1 - 2 * Real.sin (x / 2) ^ 2 := by
    have h := Real.cos_two_mul (x / 2)
    rw [mul_div_cancel₀ x (two_ne_zero)] at h
    linarith [Real.sin_sq_add_cos_sq (x / 2)]
  rw [Complex.sq_norm, Complex.normSq_apply]
  simp only [Complex.sub_re, Complex.sub_im, Complex.one_re, Complex.one_im,
    Complex.exp_ofReal_mul_I_re, Complex.exp_ofReal_mul_I_im, mul_pow, sq_abs]
  linear_combination Real.sin_sq_add_cos_sq x - 2 * hc

/-- An upper-band state at `k` and a lower-band state at `k'` have overlap modulus
`|sin(m(k' - k)/2)|`. -/
theorem norm_overlap {m : ℕ} {k k' : ℝ} {u v : Fin 2 → ℂ}
    (hu : IsBandState m 1 k u) (hv : IsBandState m (-1) k' v) :
    ‖star u ⬝ᵥ v‖ = |Real.sin (m * (k' - k) / 2)| := by
  have key : star u ⬝ᵥ v = star (u 0) * v 0 * (1 - phase m (k' - k)) := by
    rw [← star_phase_mul]
    simp only [dotProduct, Fin.sum_univ_two, Pi.star_apply]
    rw [hu.phase_relation, hv.phase_relation]
    simp only [star_mul', Complex.ofReal_one, Complex.ofReal_neg, star_one]
    ring
  rw [key, norm_mul, norm_mul, norm_star, amplitude_mul hu hv, phase, norm_one_sub_exp]
  ring
```

The two sine inequalities follow, the first from the monotonicity of $f$ and the second from the case split at $x=1$.

```lean
lemma sub_cube_le_sin {x : ℝ} (hx : 0 ≤ x) : x - x ^ 3 / 6 ≤ Real.sin x := by
  have hd : ∀ y : ℝ, HasDerivAt (fun y : ℝ => Real.sin y - y + y ^ 3 / 6)
      (Real.cos y - 1 + y ^ 2 / 2) y := fun y =>
    (((Real.hasDerivAt_sin y).fun_sub (hasDerivAt_id' y)).fun_add
      ((hasDerivAt_pow 3 y).div_const 6)).congr_deriv (by norm_num; ring)
  have hmono := monotone_of_deriv_nonneg (fun y => (hd y).differentiableAt) (fun y => by
    have h : 1 - y ^ 2 / 2 ≤ Real.cos y := Real.one_sub_sq_div_two_le_cos
    rw [(hd y).deriv]
    linarith)
  have h := hmono hx
  norm_num at h
  linarith

lemma abs_sin_lt {x : ℝ} (hx : 0 < x) : |Real.sin x| < x := by
  refine abs_lt.mpr ⟨?_, Real.sin_lt hx⟩
  rcases le_or_gt x 1 with h | h
  · linarith [Real.sin_pos_of_pos_of_le_one hx h]
  · linarith [Real.neg_one_le_sin x]
```

`overlapEstimate_bounds` joins the formula and both inequalities for any upper-band state at `k` and any lower-band state at `k + q`.

```lean
/-- For `m ≥ 1`, a step `q > 0`, an upper-band state at `k` and a lower-band state at `k + q`, the
finite-difference estimate equals `|sin(mq/2)|/q`; it is at least `(m/2)(1 - m²q²/24)` and strictly
below `m/2`. -/
theorem overlapEstimate_bounds {m : ℕ} (hm : 1 ≤ m) {k q : ℝ} (hq : 0 < q)
    {u v : Fin 2 → ℂ} (hu : IsBandState m 1 k u) (hv : IsBandState m (-1) (k + q) v) :
    overlapEstimate u v q = |Real.sin (m * q / 2)| / q ∧
    (m : ℝ) / 2 * (1 - (m : ℝ) ^ 2 * q ^ 2 / 24) ≤ overlapEstimate u v q ∧
    overlapEstimate u v q < m / 2 := by
  have he : overlapEstimate u v q = |Real.sin (m * q / 2)| / q := by
    rw [overlapEstimate, norm_overlap hu hv, add_sub_cancel_left]
  have hm0 : (0 : ℝ) < m := by exact_mod_cast hm
  have hx : 0 < (m : ℝ) * q / 2 := by positivity
  refine ⟨he, ?_, ?_⟩
  · rw [he, le_div_iff₀ hq]
    calc (m : ℝ) / 2 * (1 - (m : ℝ) ^ 2 * q ^ 2 / 24) * q
        = m * q / 2 - (m * q / 2) ^ 3 / 6 := by ring
      _ ≤ Real.sin (m * q / 2) := sub_cube_le_sin hx.le
      _ ≤ |Real.sin (m * q / 2)| := le_abs_self _
  · rw [he, div_lt_iff₀ hq]
    linarith [abs_sin_lt hx]
```

The condition `1 ≤ m` excludes $m=0$, for which the estimate is identically zero and the strict upper bound fails. For $mq>\sqrt{24}$ the lower bound is negative and carries no information.

## Blind steps and the limit

Since `q` is positive, the estimate vanishes only if the sine does. The zeros of the sine then give the steps; the integer `n` ranges over `ℤ`, but $q>0$ forces it to be positive.

```lean
/-- For `m ≥ 1`, `q > 0`, an upper-band state at `k` and a lower-band state at `k + q`, the
finite-difference estimate vanishes exactly when `q` is an integer multiple of `2π/m`. -/
theorem overlapEstimate_eq_zero_iff {m : ℕ} (hm : 1 ≤ m) {k q : ℝ} (hq : 0 < q)
    {u v : Fin 2 → ℂ} (hu : IsBandState m 1 k u) (hv : IsBandState m (-1) (k + q) v) :
    overlapEstimate u v q = 0 ↔ ∃ n : ℤ, q = 2 * Real.pi * n / m := by
  have hm0 : (m : ℝ) ≠ 0 := by
    have : (0 : ℝ) < m := by exact_mod_cast hm
    exact this.ne'
  rw [(overlapEstimate_bounds hm hq hu hv).1, div_eq_zero_iff, or_iff_left hq.ne',
    abs_eq_zero, Real.sin_eq_zero_iff]
  refine exists_congr fun n => ?_
  rw [eq_div_iff hm0]
  constructor <;> intro h <;> linarith
```

In the last theorem, `𝓝[>] 0` expresses the approach $q\to0^+$. The family `v` need not be continuous, so its phases may be chosen independently at each momentum. The proof squeezes the estimate between the quadratic lower bound and the constant $m/2$.

```lean
/-- For `m ≥ 1` and any upper-band state at `k`, the finite-difference estimate formed with
lower-band states at `k + q` tends to `m/2` as `q → 0⁺`, for any choice of the phases of the
lower-band states, continuous in `k` or not. -/
theorem tendsto_overlapEstimate {m : ℕ} (hm : 1 ≤ m) {k : ℝ} {u : Fin 2 → ℂ}
    {v : ℝ → Fin 2 → ℂ} (hu : IsBandState m 1 k u) (hv : ∀ x, IsBandState m (-1) x (v x)) :
    Tendsto (fun q => overlapEstimate u (v (k + q)) q) (𝓝[>] 0) (𝓝 ((m : ℝ) / 2)) := by
  have hc : Continuous fun q : ℝ => (m : ℝ) / 2 * (1 - (m : ℝ) ^ 2 * q ^ 2 / 24) := by
    fun_prop
  -- squeeze between the quadratic lower bound and the exact dipole
  refine tendsto_of_tendsto_of_tendsto_of_le_of_le'
    ((hc.tendsto' 0 _ (by simp)).mono_left nhdsWithin_le_nhds) tendsto_const_nhds ?_ ?_
  · filter_upwards [self_mem_nhdsWithin] with q hq
    exact (overlapEstimate_bounds hm hq hu (hv (k + q))).2.1
  · filter_upwards [self_mem_nhdsWithin] with q hq
    exact (overlapEstimate_bounds hm hq hu (hv (k + q))).2.2.le

end

end WindingDipole
```

```lean
#print axioms WindingDipole.norm_dipole
#print axioms WindingDipole.overlapEstimate_eq_zero_iff
#print axioms WindingDipole.tendsto_overlapEstimate
```

```
'WindingDipole.norm_dipole' depends on axioms: [propext, Classical.choice, Quot.sound]
'WindingDipole.overlapEstimate_eq_zero_iff' depends on axioms: [propext, Classical.choice, Quot.sound]
'WindingDipole.tendsto_overlapEstimate' depends on axioms: [propext, Classical.choice, Quot.sound]
```
